# The operators P₊ and P₋ for j = l ± 1/2, built from L·σ, are idempotent, have product P₊P₋ = 0 and sum to the identity

For an orbital angular momentum L coupled to a spin 1/2, put X = L·σ, P₊ = (l + 1 + X)/(2l + 1) and P₋ = (l − X)/(2l + 1). The theorem `projectors` states that P₊² = P₊, P₋² = P₋, P₊P₋ = 0 and P₊ + P₋ = 1. The components of L are finite complex matrices, in units of ħ, which satisfy the angular momentum commutation relations and L² = l(l + 1) for a natural number l; they are not assumed to be Hermitian. The proof takes X² = l(l + 1) − X from the preceding theorem, uses it to expand the products, and then compares scalar coefficients on the two sides.

Lean 4 with Mathlib refuses this proof:

```lean
import Mathlib

open Matrix Complex
open scoped Kronecker

namespace SpinOrbitPseudopotential

noncomputable section

variable {n m : Type*} [Fintype m] [DecidableEq m]

/-- Orbital angular momentum matrices (in units of ħ) with quantum number `l`:
the commutation relations and `L² = l(l+1)`. -/
structure IsOrbital (l : ℕ) (Lx Ly Lz : Matrix m m ℂ) : Prop where
  comm_xy : Lx * Ly - Ly * Lx = I • Lz
  comm_yz : Ly * Lz - Lz * Ly = I • Lx
  comm_zx : Lz * Lx - Lx * Lz = I • Ly
  casimir : Lx * Lx + Ly * Ly + Lz * Lz = ((l : ℂ) * (l + 1)) • (1 : Matrix m m ℂ)

/-- The operator `L·σ`, written in blocks for spin up and spin down. -/
def LdotSigma (Lx Ly Lz : Matrix m m ℂ) : Matrix (m ⊕ m) (m ⊕ m) ℂ :=
  fromBlocks Lz (Lx - I • Ly) (Lx + I • Ly) (-Lz)

/-- The operator `P₊ = (l + 1 + X)/(2l+1)` for the channel `j = l + 1/2`. -/
def Pplus (l : ℕ) (X : Matrix (m ⊕ m) (m ⊕ m) ℂ) : Matrix (m ⊕ m) (m ⊕ m) ℂ :=
  (1 / (2 * (l : ℂ) + 1)) • (((l : ℂ) + 1) • (1 : Matrix (m ⊕ m) (m ⊕ m) ℂ) + X)

/-- The operator `P₋ = (l - X)/(2l+1)` for the channel `j = l - 1/2`. -/
def Pminus (l : ℕ) (X : Matrix (m ⊕ m) (m ⊕ m) ℂ) : Matrix (m ⊕ m) (m ⊕ m) ℂ :=
  (1 / (2 * (l : ℂ) + 1)) • ((l : ℂ) • (1 : Matrix (m ⊕ m) (m ⊕ m) ℂ) - X)

/-- The operator `L·σ` satisfies `(L·σ)² + L·σ = l(l+1)`. -/
theorem LdotSigma_quadratic {l : ℕ} {Lx Ly Lz : Matrix m m ℂ} (h : IsOrbital l Lx Ly Lz) :
    LdotSigma Lx Ly Lz * LdotSigma Lx Ly Lz + LdotSigma Lx Ly Lz
      = ((l : ℂ) * (l + 1)) • (1 : Matrix (m ⊕ m) (m ⊕ m) ℂ) := by
  have hzx := h.comm_zx
  have hL := h.casimir
  -- two commutators multiplied by the imaginary unit
  have kxy : I • (Lx * Ly) - I • (Ly * Lx) = -Lz := by
    rw [← smul_sub, h.comm_xy, smul_smul, I_mul_I, neg_one_smul]
  have kyz : I • (Ly * Lz) - I • (Lz * Ly) = -Lx := by
    rw [← smul_sub, h.comm_yz, smul_smul, I_mul_I, neg_one_smul]
  unfold LdotSigma
  rw [fromBlocks_multiply, fromBlocks_add, ← fromBlocks_one, fromBlocks_smul, fromBlocks_inj]
  refine ⟨?_, ?_, ?_, ?_⟩ <;>
    simp only [mul_add, add_mul, mul_sub, sub_mul, Matrix.smul_mul, Matrix.mul_smul, smul_smul,
      I_mul_I, neg_mul, mul_neg, neg_neg, smul_zero]
  · linear_combination (norm := module) hL + kxy
  · linear_combination (norm := module) hzx + kyz
  · linear_combination (norm := module) kyz - hzx
  · linear_combination (norm := module) hL - kxy

/-- For `X = L·σ`, the operators `P₊` and `P₋` are idempotent, their product `P₊ P₋` vanishes, and
they sum to the identity. -/
theorem projectors {l : ℕ} {Lx Ly Lz : Matrix m m ℂ} (h : IsOrbital l Lx Ly Lz) :
    let X := LdotSigma Lx Ly Lz
    Pplus l X * Pplus l X = Pplus l X ∧ Pminus l X * Pminus l X = Pminus l X ∧
      Pplus l X * Pminus l X = 0 ∧ Pplus l X + Pminus l X = 1 := by
  intro X
  have hX : X * X = ((l : ℂ) * (l + 1)) • (1 : Matrix (m ⊕ m) (m ⊕ m) ℂ) - X :=
    eq_sub_of_add_eq (LdotSigma_quadratic h)
  have hne : 2 * (l : ℂ) + 1 ≠ 0 := by
    exact_mod_cast (by omega : 2 * l + 1 ≠ 0)
  unfold Pplus Pminus
  refine ⟨?_, ?_, ?_, ?_⟩ <;>
    simp only [Matrix.smul_mul, Matrix.mul_smul, add_mul, mul_add, sub_mul, mul_sub,
      one_mul, mul_one, hX] <;>
    match_scalars <;> first | ring | (field_simp <;> ring)

end

end SpinOrbitPseudopotential
```

Compiling this gives:

```
Main.lean:66:4: error: `simp` made no progress
```

Fix (accepted with no message):

```diff
@@ -64,7 +64,7 @@
   unfold Pplus Pminus
   refine ⟨?_, ?_, ?_, ?_⟩ <;>
-    simp only [Matrix.smul_mul, Matrix.mul_smul, add_mul, mul_add, sub_mul, mul_sub,
-      one_mul, mul_one, hX] <;>
-    match_scalars <;> first | ring | (field_simp <;> ring)
+    (try simp only [Matrix.smul_mul, Matrix.mul_smul, add_mul, mul_add, sub_mul, mul_sub,
+      one_mul, mul_one, hX]) <;>
+    match_scalars <;> first | ring1 | (field_simp; ring1)
 
 end
```

What went wrong. The message means that `simp only` found nothing to rewrite in one of its goals, which Lean treats as an error. The `<;>` after `refine` runs the same call on all four goals. The first three contain matrix products to expand, but the fourth, P₊ + P₋ = 1, has only sums and scalar multiples of matrices, and none of the listed lemmas applies to it. With `try`, that failure is allowed, and the goal passes unchanged to `match_scalars`.

The change from `ring` to `ring1` does not answer the message, since the proof stopped before reaching that line, but it is more than tidying. Some of the coefficient identities need 2l + 1 ≠ 0, which `ring` does not use. When `ring` cannot close a goal it falls back to normalising it, and `first` can accept that as success and never try `field_simp`. `ring1` either closes the goal or fails, so the second alternative is reached. Replacing `<;>` by `;` after `field_simp` is mere tidying here.
